# The Hückel energy Σ|λ| of a graph with z non-bonding orbitals is at most √(2m(n − z))

Butadiene and trimethylenemethane both have four conjugated carbon atoms and three bonds between them. In the Hückel model, butadiene has no orbital at the non-bonding level, while trimethylenemethane has two. An electron in such an orbital neither gains nor loses pi energy. A bound built from the numbers of atoms and bonds alone, √(2mn), gives both molecules the same value. How much does it drop once the non-bonding orbitals are counted?

Let n be the number of atoms, m the number of bonds and A the adjacency matrix, with A_ij = 1 for bonded atoms and 0 otherwise. Take the atomic level as zero and the resonance integral as the unit, so that the eigenvalues λ_i of A are the orbital levels. The resonance integral is negative, so a positive λ_i is a bonding level and a negative one is antibonding. Let z be the dimension of the kernel of A, and let

E = Σ_i |λ_i|.

The result is E ≤ √(2m(n − z)), a ceiling on the size of the pi energy within a non-interacting, one-parameter model.

## Symmetric hopping supplies real levels and orthonormal orbitals

A simple graph has undirected bonds and no loops. Physically, the coupling from atom i to atom j equals the coupling back. Then A is real and symmetric, and there is a matrix U whose columns are orthonormal molecular orbitals:

UᵀU = 1, AU = UΛ, with Λ = diag(λ_i).

Without symmetry the argument breaks down. For a one-way hop between two sites, A has a single non-zero entry off the diagonal. Both eigenvalues are zero but the kernel has dimension one, so z no longer counts the zero levels.

In Lean, `V` is the finite set of atoms and `G` the graph, which need not be connected or bipartite. The symmetry is `adj_hermitian`.

```lean
import Mathlib

open Matrix Finset

namespace NonbondingEnergyBound

noncomputable section

variable {V : Type*} [Fintype V] [DecidableEq V] (G : SimpleGraph V) [DecidableRel G.Adj]

omit [Fintype V] [DecidableEq V] in
/-- The real adjacency matrix of a graph is Hermitian. -/
theorem adj_hermitian : (G.adjMatrix ℝ).IsHermitian := by
  ext i j
  by_cases h : G.Adj i j
  · simp [SimpleGraph.adjMatrix_apply, h, h.symm]
  · have h' : ¬ G.Adj j i := fun k => h k.symm
    simp [SimpleGraph.adjMatrix_apply, h, h']
```

This lemma gives access to Mathlib's real eigenvalues. They are labelled by elements of `V`, but `level G i` does not belong to atom i; the label only lists levels with multiplicity.

```lean
/-- The orbital levels: adjacency eigenvalues, counted with multiplicity. -/
def level (i : V) : ℝ := (adj_hermitian G).eigenvalues i

/-- The sum of the absolute values of the levels, in units of the resonance integral. -/
def piEnergy : ℝ := ∑ i, |level G i|
```

The definition of `piEnergy` contains no electron count. Since tr A = 0, E is twice the sum of the positive levels, which is the energy with every bonding orbital doubly filled and every antibonding one empty. For a neutral alternant hydrocarbon this is the ground state. For other graphs E can exceed the neutral value: the triangle has levels 2, −1, −1, so E = 4, while three electrons give 2·2 − 1 = 3.

```lean
/-- The number of non-bonding orbitals: the dimension of the real adjacency kernel. -/
def nonbonding : ℕ := Module.finrank ℝ (LinearMap.ker (G.adjMatrix ℝ).mulVecLin)

/-- The indices of the levels that differ from zero. -/
def shifted : Finset V := univ.filter fun i => level G i ≠ 0
```

The set `shifted` collects the levels that differ from zero. The next theorem states the two equations for U; `Uᴴ` is the transpose here, because the entries are real. Its proof reads the eigenvector equation column by column.

```lean
/-- A unitary matrix of molecular orbitals diagonalises the adjacency matrix. -/
theorem exists_orbitals : ∃ U : Matrix V V ℝ,
    Uᴴ * U = 1 ∧ G.adjMatrix ℝ * U = U * diagonal (level G) := by
  refine ⟨((adj_hermitian G).eigenvectorUnitary : Matrix V V ℝ),
    Matrix.mem_unitaryGroup_iff'.1 (adj_hermitian G).eigenvectorUnitary.2, ?_⟩
  ext i j
  have hU : ∀ k, ((adj_hermitian G).eigenvectorUnitary : Matrix V V ℝ) k j
      = ((adj_hermitian G).eigenvectorBasis j).ofLp k :=
    fun k => (adj_hermitian G).eigenvectorUnitary_apply k j
  have h : ∑ k, G.adjMatrix ℝ i k * ((adj_hermitian G).eigenvectorBasis j).ofLp k
      = level G j * ((adj_hermitian G).eigenvectorBasis j).ofLp i :=
    congrFun ((adj_hermitian G).mulVec_eigenvectorBasis j) i
  rw [Matrix.mul_diagonal, Matrix.mul_apply]
  simp only [hU]
  rw [h, mul_comm]
```

## Equal atoms and equal bonds fix the sum of squares

Every atom has the same level and every bond the same strength. This is where 2m comes from. If d_i is the number of neighbours of atom i, then

(A²)_ii = Σ_j A_ij A_ji = d_i,

tr A² = Σ_i d_i = 2m,

because each bond is counted from both ends. The trace can also be taken in the orbital basis:

tr A² = tr(A²UUᵀ) = tr(UᵀA²U) = tr Λ² = Σ_i λ_i².

Hence Σ_i λ_i² = 2m.

With bond strengths other than 1, the value 2m can be wrong and the bound can fail. Two atoms joined by a bond of strength 2 have levels ±2 and E = 4, above √(2·1·2) = 2. For heteroatoms or alternating bonds, the same derivation bounds Σ_i |λ_i| with tr A² in place of 2m, though with heteroatoms this sum need no longer be twice the sum of the positive levels.

```lean
/-- The squares of the levels add up to twice the number of bonds. -/
theorem sum_level_sq : ∑ i, level G i ^ 2 = 2 * (G.edgeFinset.card : ℝ) := by
  obtain ⟨U, hU, hAU⟩ := exists_orbitals G
  have hU' : U * Uᴴ = 1 := mul_eq_one_comm.1 hU
  have htr : (G.adjMatrix ℝ * G.adjMatrix ℝ).trace = 2 * (G.edgeFinset.card : ℝ) := by
    have h : (G.adjMatrix ℝ * G.adjMatrix ℝ).trace = ∑ i, (G.degree i : ℝ) :=
      Finset.sum_congr rfl fun i _ => G.adjMatrix_mul_self_apply_self i
    rw [h]
    exact_mod_cast G.sum_degrees_eq_twice_card_edges
  rw [← htr]
  generalize G.adjMatrix ℝ = A at hAU ⊢
  have key : A * A * U = U * (diagonal (level G) * diagonal (level G)) := by
    rw [mul_assoc A A U, hAU, ← mul_assoc A U, hAU, mul_assoc U]
  -- the trace does not depend on the orbital basis
  symm
  calc (A * A).trace = (A * A * (U * Uᴴ)).trace := by rw [hU', mul_one]
    _ = (Uᴴ * (A * A * U)).trace := by
        rw [← mul_assoc (A * A) U Uᴴ, Matrix.trace_mul_comm]
    _ = (diagonal (level G) * diagonal (level G)).trace := by
        rw [key, ← mul_assoc Uᴴ U, hU, one_mul]
    _ = ∑ i, level G i ^ 2 := by
        simp [Matrix.diagonal_mul_diagonal, Matrix.trace_diagonal, pow_two]
```

In the proof, `htr` is the count by neighbours, `key` is A²U = UΛ², and the `calc` chain is the change of basis.

## The kernel dimension counts the levels that contribute nothing

Non-bonding orbitals are the solutions of Aψ = 0. By rank-nullity, rank A = n − z. Multiplying by the invertible U does not change the rank, so rank A is also the number of non-zero entries of Λ. Writing S for the set of indices with λ_i ≠ 0 and k for its size,

k = n − z.

```lean
/-- The number of non-zero levels is the number of atoms minus the number of
non-bonding orbitals. -/
theorem card_shifted : (#(shifted G) : ℝ) = Fintype.card V - nonbonding G := by
  have h1 : Module.finrank ℝ (LinearMap.range (G.adjMatrix ℝ).mulVecLin)
      = Fintype.card {i // level G i ≠ 0} := (adj_hermitian G).rank_eq_card_non_zero_eigs
  have h2 := LinearMap.finrank_range_add_finrank_ker (G.adjMatrix ℝ).mulVecLin
  rw [Module.finrank_fintype_fun_eq_card, h1, Fintype.card_subtype] at h2
  have h3 : #(shifted G) + nonbonding G = Fintype.card V := h2
  rw [← h3]
  push_cast
  ring
```

Here `h1` equates the rank with the number of non-zero levels and `h2` is rank-nullity. The subtraction takes place in the real numbers, so nothing is cut off at zero.

Zero levels add nothing to E or to the sum of squares, so both sums may be restricted to S:

```lean
/-- Summed over the non-zero levels only, the absolute values give `piEnergy` and the squares give
twice the number of bonds. -/
theorem sums_shifted : ∑ i ∈ shifted G, |level G i| = piEnergy G ∧
    ∑ i ∈ shifted G, level G i ^ 2 = 2 * (G.edgeFinset.card : ℝ) := by
  constructor
  · exact Finset.sum_filter_of_ne fun i _ h h0 => h (by simp [h0])
  · rw [← sum_level_sq G]
    exact Finset.sum_filter_of_ne fun i _ h h0 => h (by simp [h0])
```

Cauchy-Schwarz over S then gives

E² = (Σ_{i∈S} 1·|λ_i|)² ≤ k Σ_{i∈S} λ_i² = 2m(n − z),

and taking the root gives the bound. If z is ignored, the sum runs over all n levels and the result is the weaker √(2mn).

```lean
/-- The sum of the absolute levels of a graph with `n` atoms, `m` bonds and `z` non-bonding orbitals
is at most `√(2m(n - z))`. -/
theorem piEnergy_le : piEnergy G ≤
    √(2 * G.edgeFinset.card * (Fintype.card V - nonbonding G)) := by
  obtain ⟨hE, hS⟩ := sums_shifted G
  -- Cauchy-Schwarz over the non-zero levels only
  have h := sq_sum_le_card_mul_sum_sq (s := shifted G) (f := fun i => |level G i|)
  simp only [sq_abs] at h
  rw [hE, hS, card_shifted] at h
  exact (le_abs_self _).trans (Real.abs_le_sqrt (by linarith))
```

The proof applies Mathlib's Cauchy-Schwarz inequality to `shifted G`, substitutes the two sums and the count, and takes the root.

## Equality requires a single absolute value among the non-zero levels

This condition means that all bonding levels coincide and all antibonding levels lie at the same distance on the other side of zero. Expanding the spread of the absolute levels about their mean gives

Σ_{i∈S} (k|λ_i| − E)² = k²·2m − 2kE·E + kE² = k(2mk − E²).

If E² = 2mk, the left side vanishes, so every term does, and |λ_i| = E/k for each i in S. If S is empty there is nothing to check. Conversely, if |λ_i| = c on S, then E = kc and 2m = kc², so 2mk = E². Since E ≥ 0, the bound is attained. When two non-zero levels differ in absolute value, the inequality is strict.

```lean
/-- The bound is attained exactly when all non-zero levels have the same absolute value. -/
theorem piEnergy_eq_iff : piEnergy G =
    √(2 * G.edgeFinset.card * (Fintype.card V - nonbonding G)) ↔
      ∃ c : ℝ, ∀ i, level G i = 0 ∨ |level G i| = c := by
  obtain ⟨hE, hS⟩ := sums_shifted G
  rw [← card_shifted, ← hS, ← hE]
  set k : ℝ := (#(shifted G) : ℝ) with hk
  set E : ℝ := ∑ i ∈ shifted G, |level G i| with hEdef
  set S : ℝ := ∑ i ∈ shifted G, level G i ^ 2 with hSdef
  have hS0 : 0 ≤ S := Finset.sum_nonneg fun i _ => sq_nonneg _
  have hk0 : 0 ≤ k := Nat.cast_nonneg _
  constructor
  · intro h
    have hsq : E ^ 2 = S * k := by rw [h, Real.sq_sqrt (mul_nonneg hS0 hk0)]
    -- the spread of the absolute levels about their mean vanishes
    have hsum : ∑ i ∈ shifted G, (k * |level G i| - E) ^ 2 = 0 := by
      have hx : ∀ i, (k * |level G i| - E) ^ 2
          = k ^ 2 * level G i ^ 2 - 2 * k * E * |level G i| + E ^ 2 := fun i => by
        linear_combination k ^ 2 * sq_abs (level G i)
      rw [Finset.sum_congr rfl fun i _ => hx i, Finset.sum_add_distrib,
        Finset.sum_sub_distrib, ← Finset.mul_sum, ← Finset.mul_sum, Finset.sum_const,
        nsmul_eq_mul, ← hk, ← hEdef, ← hSdef]
      linear_combination (-k) * hsq
    refine ⟨E / k, fun i => ?_⟩
    by_cases hi : level G i = 0
    · exact Or.inl hi
    · right
      have hmem : i ∈ shifted G := Finset.mem_filter.2 ⟨Finset.mem_univ i, hi⟩
      have hkpos : 0 < k := Nat.cast_pos.2 (Finset.card_pos.2 ⟨i, hmem⟩)
      have h0 := (Finset.sum_eq_zero_iff_of_nonneg fun i _ => sq_nonneg _).1 hsum i hmem
      have h1 : k * |level G i| - E = 0 := pow_eq_zero_iff (two_ne_zero) |>.1 h0
      rw [eq_div_iff hkpos.ne']
      linarith
  · rintro ⟨c, hc⟩
    have hi : ∀ i ∈ shifted G, |level G i| = c := fun i hi =>
      (hc i).resolve_left (Finset.mem_filter.1 hi).2
    have hE1 : E = k * c := by
      rw [hEdef, Finset.sum_congr rfl hi, Finset.sum_const, nsmul_eq_mul]
    have hS1 : S = k * c ^ 2 := by
      have hi2 : ∀ i ∈ shifted G, level G i ^ 2 = c ^ 2 := fun i h => by
        rw [← hi i h, sq_abs]
      rw [hSdef, Finset.sum_congr rfl hi2, Finset.sum_const, nsmul_eq_mul]
    have hEn : 0 ≤ E := Finset.sum_nonneg fun i _ => abs_nonneg _
    have hprod : S * k = E ^ 2 := by rw [hE1, hS1]; ring
    rw [hprod, Real.sqrt_sq hEn]
```

In the Lean proof, `E`, `S` and `k` stand for the energy, the sum of squares and the number of non-zero levels; `S` is thus a number there, not the index set. The vanishing spread is `hsum`, and the second half computes `hE1` and `hS1` as above.

## The cubic relation A³ = cA makes the bound exact

The entries of A³ count three-step walks. The relation says that these are proportional to the bonds themselves, with one constant c for the whole molecule. In the orbital basis it becomes Λ³ = cΛ, so for each i

λ_i³ = cλ_i.

Either λ_i = 0, or λ_i² = c and |λ_i| = √c. The equality condition holds, and no level has to be computed.

```lean
/-- If the adjacency matrix satisfies `A³ = c A` for some real `c`, the bound is attained. -/
theorem piEnergy_eq_of_cube (c : ℝ)
    (h : G.adjMatrix ℝ * G.adjMatrix ℝ * G.adjMatrix ℝ = c • G.adjMatrix ℝ) :
    piEnergy G = √(2 * G.edgeFinset.card * (Fintype.card V - nonbonding G)) := by
  refine (piEnergy_eq_iff G).2 ⟨√c, fun i => ?_⟩
  obtain ⟨U, hU, hAU⟩ := exists_orbitals G
  generalize G.adjMatrix ℝ = A at h hAU
  -- every level obeys the same cubic equation as the matrix
  have h3 : A * A * A * U
      = U * (diagonal (level G) * diagonal (level G) * diagonal (level G)) := by
    rw [mul_assoc (A * A) A U, hAU, mul_assoc A A, ← mul_assoc A U, hAU,
      mul_assoc U, ← mul_assoc A U, hAU]
    simp only [mul_assoc]
  rw [h, Matrix.smul_mul, hAU] at h3
  have h4 := congrArg (fun M => Uᴴ * M) h3
  simp only [Matrix.mul_smul, ← mul_assoc, hU, one_mul] at h4
  have h5 := congrFun (congrFun h4 i) i
  simp only [Matrix.diagonal_mul_diagonal, Matrix.smul_apply, Matrix.diagonal_apply_eq,
    smul_eq_mul] at h5
  by_cases h0 : level G i = 0
  · exact Or.inl h0
  · right
    have h6 : c = level G i ^ 2 := mul_right_cancel₀ h0 (by linear_combination h5)
    rw [h6, Real.sqrt_sq_eq_abs]
```

The matrix identity `h3` is A³U = UΛ³. Multiplying by `Uᴴ` and reading the diagonal entry i gives the scalar cubic `h5`.

Butadiene violates the relation: its levels ±1.618 and ±0.618 have different squares, and it stays below its bound.

Complete bipartite graphs satisfy it. Let the parts have p and q atoms, with every atom of one part bonded to every atom of the other, and let J be the p × q matrix of ones. Then A has blocks J and Jᵀ off the diagonal, and JJᵀJ = pqJ, so A³ = pqA.

```lean
/-- Every complete bipartite graph attains the bound. -/
theorem piEnergy_completeBipartite (α β : Type*) [Fintype α] [Fintype β] [DecidableEq α]
    [DecidableEq β] [DecidableRel (completeBipartiteGraph α β).Adj] :
    piEnergy (completeBipartiteGraph α β) =
      √(2 * (completeBipartiteGraph α β).edgeFinset.card *
        (Fintype.card (α ⊕ β) - nonbonding (completeBipartiteGraph α β))) := by
  apply piEnergy_eq_of_cube _ ((Fintype.card α : ℝ) * Fintype.card β)
  have hB : (completeBipartiteGraph α β).adjMatrix ℝ
      = Matrix.fromBlocks 0 (Matrix.of fun _ _ => 1) (Matrix.of fun _ _ => 1) 0 := by
    ext (a | b) (a' | b') <;> simp [SimpleGraph.adjMatrix_apply]
  rw [hB]
  ext (a | b) (a' | b') <;> simp [Matrix.mul_apply, Fintype.sum_sum_type, mul_comm]
```

The theorem holds for parts of any finite size, including empty ones. It leaves the numbers of bonds and non-bonding orbitals unevaluated. Trimethylenemethane is the case p = 1, q = 3.

## One bond and one non-bonding orbital make the improvement strict

The quantities under the two roots differ by

2mn − 2m(n − z) = 2mz,

which is positive exactly when m > 0 and z > 0. Without bonds both bounds are zero; without non-bonding orbitals they coincide.

```lean
/-- With at least one bond and one non-bonding orbital, `√(2m(n - z))` is strictly smaller
than `√(2mn)`. -/
theorem bound_strictly_tighter (hm : 0 < G.edgeFinset.card) (hz : 0 < nonbonding G) :
    √(2 * G.edgeFinset.card * (Fintype.card V - nonbonding G)) <
      √(2 * G.edgeFinset.card * Fintype.card V) := by
  have hm' : (0 : ℝ) < G.edgeFinset.card := Nat.cast_pos.2 hm
  have hz' : (0 : ℝ) < nonbonding G := Nat.cast_pos.2 hz
  apply Real.sqrt_lt_sqrt
  · rw [← card_shifted]
    positivity
  · exact mul_lt_mul_of_pos_left (by linarith) (by positivity)

end

end NonbondingEnergyBound
```

The proof also needs n − z ≥ 0 for the comparison of roots, and gets it by rewriting n − z as the size of `shifted G`.

```lean
#print axioms NonbondingEnergyBound.piEnergy_le
#print axioms NonbondingEnergyBound.piEnergy_completeBipartite
#print axioms NonbondingEnergyBound.bound_strictly_tighter
```

```
'NonbondingEnergyBound.piEnergy_le' depends on axioms: [propext, Classical.choice, Quot.sound]
'NonbondingEnergyBound.piEnergy_completeBipartite' depends on axioms: [propext, Classical.choice, Quot.sound]
'NonbondingEnergyBound.bound_strictly_tighter' depends on axioms: [propext, Classical.choice, Quot.sound]
```

## Numbers for three small molecules

Trimethylenemethane has n = 4, m = 3 and levels √3, 0, 0, −√3, so z = 2. Its energy is E = 2√3 ≈ 3.464, and the bound is √(2·3·2) = √12 ≈ 3.464, which is attained. The bound without z is √24 ≈ 4.899. Butadiene, with the same n and m but z = 0, has E = 2√5 ≈ 4.472, which lies above the ceiling for trimethylenemethane.

The pentadienyl chain has n = 5, m = 4 and levels ±√3, ±1, 0. The squares add up to 3 + 3 + 1 + 1 = 8 = 2m. Here E = 2√3 + 2 ≈ 5.464, the bound with z = 1 is √32 ≈ 5.657, and the bound without z is √40 ≈ 6.325.

## Counting zero levels in a Hückel program

A Hückel program can pass A to a symmetric eigensolver, and the sum of the squared eigenvalues can be compared with 2m. This can reveal a wrong number of bonds, but not a bond placed between the wrong atoms. In floating-point arithmetic, non-bonding levels often come out as tiny numbers rather than exact zeros, so z is counted with a tolerance. If the tolerance is too small, z is undercounted and the bound is looser but still valid. If it is too large, weakly bonding levels are counted as non-bonding, and the computed ceiling can fall below the actual energy. Since A has integer entries, exact elimination gives its rank, and hence z, without a tolerance.
